# Mueller and corrected Hartree-Fock two-particle matrices are positive semidefinite only at integer occupations

Take two different spin orbitals $p$ and $q$, each with occupation $1/2$. On the product states $pq$ and $qp$, the two-particle matrix built from the Mueller functional is

$$
\begin{pmatrix} 1/4 & -1/2 \\ -1/2 & 1/4 \end{pmatrix}.
$$

In the normalised symmetric state $(1,1)/\sqrt2$ its expectation value is $1/4-1/2=-1/4$. For fermions the weight of this symmetric state must be zero; here it is negative. Corrected Hartree-Fock gives the same matrix at these occupations.

## The bound $x_{pq}\le n_pn_q$

Let $n_p\in[0,1]$ be the occupations of a finite set of spin orbitals, and let $x_{pq}$ be the exchange factor of a density-matrix functional, the number that weights the exchange integral of $p$ and $q$ in its energy. The reconstructed two-particle matrix is

$$
\Gamma_{pq,rs}=n_pn_q\,\delta_{pr}\delta_{qs}-x_{pq}\,\delta_{ps}\delta_{qr}.
$$

If $x$ is symmetric and nonnegative, $\Gamma$ is positive semidefinite exactly when $x_{pq}\le n_pn_q$ for all $p,q$, including $p=q$. Write $a=n_p$ and $b=n_q$. The two functionals use

$$
x^{\rm M}=\sqrt{ab},\qquad x^{\rm CHF}=ab+\sqrt{a(1-a)\,b(1-b)}.
$$

For a single $2\times2$ pair block, the Mueller choice passes exactly when $ab$ is 0 or 1, and corrected Hartree-Fock exactly when $a$ or $b$ is 0 or 1. They differ at $a=1$, $b=1/2$, where only the second passes. For the whole matrix the answer is the same for both: every occupation must be 0 or 1.

## Where a code needs positivity

An energy routine that only contracts $x_{pq}$ with exchange integrals never uses the sign of $\Gamma$. A routine that takes a Cholesky factor of $\Gamma$, or reads its expectation values as pair probabilities up to a common positive factor, does. For these two functionals in a finite orbital basis, a single fractional occupation rules out a real Cholesky factor and makes the expectation value negative in some symmetric pair state. In antisymmetric pair states the expectation values stay nonnegative, because there the weights are $n_pn_q+x_{pq}$.

The failure is not rounding noise. Both functionals have $x_{pp}=n_p$, so the diagonal entry on $pp$ is $-n_p(1-n_p)$, which is $-0.0099$ at $n_p=0.01$. For other symmetric, nonnegative exchange factors, the bound replaces a diagonalisation by one comparison per pair.

## From the pair block to the full matrix

For a real vector $v=(v_0,v_1)$, the quadratic form of the pair block is

$$
ab(v_0^2+v_1^2)-2x\,v_0v_1=\frac{ab-x}{2}(v_0+v_1)^2+\frac{ab+x}{2}(v_0-v_1)^2 .
$$

The normalised vectors $(1,1)/\sqrt2$ and $(1,-1)/\sqrt2$ give $ab-x$ and $ab+x$. Both must be nonnegative, and that is also enough, so the block is positive semidefinite exactly when $|x|\le ab$.

For Mueller, set $t=ab\in[0,1]$. Squaring $\sqrt t\le t$ gives $t\le t^2$, while $t\le1$ gives $t^2\le t$. Hence $t(t-1)=0$, and $t$ is 0 or 1. Both values satisfy the inequality.

For corrected Hartree-Fock, $x\le ab$ says that $\sqrt{a(1-a)b(1-b)}\le0$. The root must vanish, so one of the four factors is zero. Conversely, any vanishing factor gives $x=ab$.

For the full matrix, let $v_{pq}$ be a real vector on ordered pairs. Then

$$
v^{T}\Gamma v=\sum_{p,q}\left(n_pn_q\,v_{pq}^2-x_{pq}\,v_{pq}v_{qp}\right).
$$

Insert $-v_{pq}v_{qp}=\tfrac12(v_{pq}-v_{qp})^2-\tfrac12v_{pq}^2-\tfrac12v_{qp}^2$. Since $x$ is symmetric, exchanging the names $p$ and $q$ shows that $\sum x_{pq}v_{qp}^2=\sum x_{pq}v_{pq}^2$. Therefore

$$
v^{T}\Gamma v=\sum_{p,q}\left[(n_pn_q-x_{pq})\,v_{pq}^2+\frac{x_{pq}}2(v_{pq}-v_{qp})^2\right],
$$

which is nonnegative if the bound holds. Conversely, the normalised symmetric state on $pq$ and $qp$ gives $n_pn_q-x_{pq}\ge0$ for $p\ne q$, and the unit vector on $pp$ gives $n_p^2-x_{pp}\ge0$.

With $x_{pp}=n_p$, the diagonal condition reads $n_p\le n_p^2$, so $n_p$ is 0 or 1. If all occupations are integers, both functionals reduce to $x_{pq}=n_pn_q$, and the bound holds with equality.

**Skipping the diagonal pairs.** A loop over $p<q$ looks sufficient, because two fermions cannot share a spin orbital. But $\Gamma$ has an entry on $pp$ all the same. If one orbital $p$ has a fractional occupation and all others have 0 or 1, corrected Hartree-Fock passes every test on two different orbitals and fails only at $pp$. This requires a non-integer total number of electrons. At an integer number a fractional occupation never comes alone, and for both functionals two orbitals with fractional occupations already fail the test on their pair.

## The Lean statements and their proofs

In `pairBlock a b x`, indices 0 and 1 stand for $pq$ and $qp$. In `twoRDM n x`, the type `ι` labels the spin orbitals and a matrix index is an ordered pair. The condition `P = Q` encodes the direct deltas, and `P.swap = Q` the exchanged ones. Membership in `Set.Icc (0 : ℝ) 1` bounds an occupation, and `PosSemidef` demands a Hermitian matrix with nonnegative quadratic form.

`pairBlock_quadratic` is the splitting into squares. `pairBlock_posSemidef_iff` tests it with the unnormalised vectors `![1, 1]` and `![1, -1]`, which double the normalised values and leave their signs alone. The scalar arguments are `muellerExchange_le_iff` and `chfExchange_le_iff`; `mueller_pairBlock_iff` and `chf_pairBlock_iff` combine them with the block criterion.

`twoRDM_submatrix` finds the pair block inside the full matrix for $p\ne q$. `twoRDM_posSemidef_iff` is the general bound, with `hx` for nonnegativity and `hs` for symmetry of $x$. In its sufficiency half, `key` is the relabelling by particle exchange and `h2` the completed square. Finally, `mueller_twoRDM_iff` and `chf_twoRDM_iff` use the case $p=q$ to force integer occupations. For the converse, the first evaluates the Mueller factor at 0 and 1, and the second applies `chfExchange_le_iff` again.

The necessity half turns on `PosSemidef.submatrix`, which accepts any map of indices, even one that repeats an index. The proof can therefore select `![(p, q), (q, p)]` before it knows whether $p=q$. If the orbitals differ, the result is the pair block. If they coincide, it is a $2\times2$ matrix whose four entries all equal $n_p^2-x_{pp}$, and `![1, 1]` gives four times that number. Repetition is harmless because the selected form is the original one evaluated at a vector in which the coefficients of repeated indices are added.

```lean
import Mathlib

open Matrix

namespace PairBlockPositivity

noncomputable section

/-- The block of the reconstructed two-particle matrix on the product states `pq` and `qp`, for
occupations `a`, `b` and exchange factor `x`. -/
def pairBlock (a b x : ℝ) : Matrix (Fin 2) (Fin 2) ℝ := !![a * b, -x; -x, a * b]

/-- The Mueller exchange factor `√(ab)`, for occupations in `[0,1]`. -/
def muellerExchange (a b : ℝ) : ℝ := √(a * b)

/-- The corrected Hartree-Fock exchange factor `ab + √(a(1-a)b(1-b))`, for occupations
in `[0,1]`. -/
def chfExchange (a b : ℝ) : ℝ := a * b + √(a * (1 - a) * (b * (1 - b)))

/-- The two-particle matrix `n_p n_q δ_pr δ_qs - x_pq δ_ps δ_qr` built from occupations `n`
and exchange factors `x`, indexed by ordered pairs of spin orbitals. -/
def twoRDM {ι : Type*} [DecidableEq ι] (n : ι → ℝ) (x : ι → ι → ℝ) :
    Matrix (ι × ι) (ι × ι) ℝ :=
  Matrix.of fun P Q => (if P = Q then n P.1 * n P.2 else 0) -
    (if P.swap = Q then x P.1 P.2 else 0)

/-- The quadratic form of the pair block splits into a symmetric part with weight `ab - x`
and an antisymmetric part with weight `ab + x`. -/
theorem pairBlock_quadratic (a b x : ℝ) (v : Fin 2 → ℝ) :
    v ⬝ᵥ (pairBlock a b x *ᵥ v) =
      (a * b - x) / 2 * (v 0 + v 1) ^ 2 + (a * b + x) / 2 * (v 0 - v 1) ^ 2 := by
  simp [pairBlock, Matrix.mulVec, dotProduct, Fin.sum_univ_two]
  ring

/-- The pair block is positive semidefinite exactly when `|x| ≤ ab`. -/
theorem pairBlock_posSemidef_iff (a b x : ℝ) :
    (pairBlock a b x).PosSemidef ↔ |x| ≤ a * b := by
  rw [Matrix.posSemidef_iff_dotProduct_mulVec, abs_le]
  constructor
  · rintro ⟨-, h⟩
    -- test with the symmetric and the antisymmetric pair state
    have h1 := h ![1, 1]
    have h2 := h ![1, -1]
    rw [star_trivial, pairBlock_quadratic] at h1 h2
    simp only [Matrix.cons_val_zero, Matrix.cons_val_one] at h1 h2
    constructor <;> linarith
  · rintro ⟨h1, h2⟩
    refine ⟨Matrix.IsHermitian.ext fun i j => ?_, fun v => ?_⟩
    · fin_cases i <;> fin_cases j <;> simp [pairBlock]
    · rw [star_trivial, pairBlock_quadratic]
      exact add_nonneg (mul_nonneg (by linarith) (sq_nonneg _))
        (mul_nonneg (by linarith) (sq_nonneg _))

/-- For occupations in `[0,1]`, the Mueller factor is at most `ab` exactly when `ab` is
0 or 1. -/
theorem muellerExchange_le_iff {a b : ℝ} (ha : a ∈ Set.Icc (0 : ℝ) 1)
    (hb : b ∈ Set.Icc (0 : ℝ) 1) :
    muellerExchange a b ≤ a * b ↔ a * b = 0 ∨ a * b = 1 := by
  have h0 : 0 ≤ a * b := mul_nonneg ha.1 hb.1
  have h1 : a * b ≤ 1 := by nlinarith [mul_nonneg (sub_nonneg.2 ha.2) hb.1, hb.2]
  unfold muellerExchange
  generalize a * b = t at h0 h1 ⊢
  constructor
  · intro h
    -- squaring gives t ≤ t², while t ≤ 1 gives the reverse
    have h2 := pow_le_pow_left₀ (Real.sqrt_nonneg t) h 2
    rw [Real.sq_sqrt h0] at h2
    have h3 : t * (t - 1) = 0 :=
      le_antisymm (by nlinarith [mul_nonneg h0 (sub_nonneg.2 h1)]) (by nlinarith)
    rcases mul_eq_zero.1 h3 with h4 | h4
    · exact Or.inl h4
    · exact Or.inr (by linarith)
  · rintro (rfl | rfl) <;> simp

/-- For occupations in `[0,1]`, the corrected Hartree-Fock factor is at most `ab` exactly when
one of the two occupations is 0 or 1. -/
theorem chfExchange_le_iff {a b : ℝ} (ha : a ∈ Set.Icc (0 : ℝ) 1)
    (hb : b ∈ Set.Icc (0 : ℝ) 1) :
    chfExchange a b ≤ a * b ↔ (a = 0 ∨ a = 1) ∨ (b = 0 ∨ b = 1) := by
  have hy : 0 ≤ a * (1 - a) * (b * (1 - b)) :=
    mul_nonneg (mul_nonneg ha.1 (sub_nonneg.2 ha.2)) (mul_nonneg hb.1 (sub_nonneg.2 hb.2))
  constructor
  · intro h
    unfold chfExchange at h
    have hs : √(a * (1 - a) * (b * (1 - b))) = 0 :=
      le_antisymm (by linarith) (Real.sqrt_nonneg _)
    rw [Real.sqrt_eq_zero hy] at hs
    simp only [mul_eq_zero, sub_eq_zero] at hs
    rcases hs with (h | h) | (h | h)
    · exact Or.inl (Or.inl h)
    · exact Or.inl (Or.inr h.symm)
    · exact Or.inr (Or.inl h)
    · exact Or.inr (Or.inr h.symm)
  · rintro ((h | h) | (h | h)) <;> simp [chfExchange, h]

/-- The Mueller pair block is positive semidefinite exactly when `ab` is 0 or 1. -/
theorem mueller_pairBlock_iff {a b : ℝ} (ha : a ∈ Set.Icc (0 : ℝ) 1)
    (hb : b ∈ Set.Icc (0 : ℝ) 1) :
    (pairBlock a b (muellerExchange a b)).PosSemidef ↔ a * b = 0 ∨ a * b = 1 := by
  have h : 0 ≤ muellerExchange a b := Real.sqrt_nonneg _
  rw [pairBlock_posSemidef_iff, abs_of_nonneg h]
  exact muellerExchange_le_iff ha hb

/-- The corrected Hartree-Fock pair block is positive semidefinite exactly when one of the two
occupations is 0 or 1. -/
theorem chf_pairBlock_iff {a b : ℝ} (ha : a ∈ Set.Icc (0 : ℝ) 1)
    (hb : b ∈ Set.Icc (0 : ℝ) 1) :
    (pairBlock a b (chfExchange a b)).PosSemidef ↔ (a = 0 ∨ a = 1) ∨ (b = 0 ∨ b = 1) := by
  have h : 0 ≤ chfExchange a b := add_nonneg (mul_nonneg ha.1 hb.1) (Real.sqrt_nonneg _)
  rw [pairBlock_posSemidef_iff, abs_of_nonneg h]
  exact chfExchange_le_iff ha hb

/-- For two different orbitals and a symmetric exchange factor, the pair block is the part of
the two-particle matrix on the states `pq` and `qp`. -/
theorem twoRDM_submatrix {ι : Type*} [DecidableEq ι] (n : ι → ℝ) (x : ι → ι → ℝ) {p q : ι}
    (hpq : p ≠ q) (hs : x q p = x p q) :
    (twoRDM n x).submatrix ![(p, q), (q, p)] ![(p, q), (q, p)] =
      pairBlock (n p) (n q) (x p q) := by
  ext i j
  fin_cases i <;> fin_cases j <;> simp [twoRDM, pairBlock, hpq, hpq.symm, hs, mul_comm]

/-- For symmetric nonnegative exchange factors, the two-particle matrix is positive semidefinite
exactly when `x_pq ≤ n_p n_q` for all `p` and `q`, including `p = q`. -/
theorem twoRDM_posSemidef_iff {ι : Type*} [Fintype ι] [DecidableEq ι] (n : ι → ℝ)
    (x : ι → ι → ℝ) (hx : ∀ p q, 0 ≤ x p q) (hs : ∀ p q, x p q = x q p) :
    (twoRDM n x).PosSemidef ↔ ∀ p q, x p q ≤ n p * n q := by
  constructor
  · intro h p q
    -- test with the symmetric combination of pq and qp
    have h2 := (h.submatrix ![(p, q), (q, p)]).dotProduct_mulVec_nonneg ![1, 1]
    by_cases hpq : p = q
    · subst hpq
      simp [twoRDM, Matrix.mulVec, dotProduct, Fin.sum_univ_two] at h2
      linarith
    · rw [twoRDM_submatrix n x hpq (hs q p), star_trivial, pairBlock_quadratic] at h2
      simp only [Matrix.cons_val_zero, Matrix.cons_val_one] at h2
      linarith
  · intro h
    rw [Matrix.posSemidef_iff_dotProduct_mulVec]
    refine ⟨Matrix.IsHermitian.ext fun P Q => ?_, fun v => ?_⟩
    · simp only [twoRDM, Matrix.of_apply, star_trivial]
      congr 1
      · by_cases e : Q = P
        · subst e; rfl
        · rw [if_neg e, if_neg (Ne.symm e)]
      · by_cases e : Q.swap = P
        · subst e
          simpa using hs Q.1 Q.2
        · have e' : ¬ P.swap = Q := fun e' => e (by rw [← e', Prod.swap_swap])
          rw [if_neg e, if_neg e']
    · have hq : star v ⬝ᵥ (twoRDM n x *ᵥ v) =
          ∑ P : ι × ι, v P * (n P.1 * n P.2 * v P - x P.1 P.2 * v P.swap) := by
        simp only [star_trivial, twoRDM, Matrix.mulVec, dotProduct, Matrix.of_apply, sub_mul,
          ite_mul, zero_mul, Finset.sum_sub_distrib, Finset.sum_ite_eq, Finset.mem_univ, if_true]
      -- relabelling the sum by exchange of the two particles
      have key : ∑ P : ι × ι, x P.1 P.2 * v P.swap ^ 2 = ∑ P : ι × ι, x P.1 P.2 * v P ^ 2 := by
        apply Fintype.sum_equiv (Equiv.prodComm ι ι)
        intro P
        rw [hs P.1 P.2]
        rfl
      have h1 : 0 ≤ ∑ P : ι × ι, ((n P.1 * n P.2 - x P.1 P.2) * v P ^ 2 +
          x P.1 P.2 / 2 * (v P - v P.swap) ^ 2) :=
        Finset.sum_nonneg fun P _ => add_nonneg
          (mul_nonneg (sub_nonneg.2 (h P.1 P.2)) (sq_nonneg _))
          (mul_nonneg (div_nonneg (hx P.1 P.2) (by norm_num)) (sq_nonneg _))
      have h2 : ∑ P : ι × ι, v P * (n P.1 * n P.2 * v P - x P.1 P.2 * v P.swap) =
          ∑ P : ι × ι, ((n P.1 * n P.2 - x P.1 P.2) * v P ^ 2 +
            x P.1 P.2 / 2 * (v P - v P.swap) ^ 2) +
          1 / 2 * (∑ P : ι × ι, x P.1 P.2 * v P ^ 2 -
            ∑ P : ι × ι, x P.1 P.2 * v P.swap ^ 2) := by
        rw [← Finset.sum_sub_distrib, Finset.mul_sum, ← Finset.sum_add_distrib]
        exact Finset.sum_congr rfl fun P _ => by ring
      rw [hq, h2, key, sub_self, mul_zero, add_zero]
      exact h1

/-- For occupations in `[0,1]`, the Mueller two-particle matrix is positive semidefinite exactly
when every occupation is 0 or 1. -/
theorem mueller_twoRDM_iff {ι : Type*} [Fintype ι] [DecidableEq ι] (n : ι → ℝ)
    (hn : ∀ p, n p ∈ Set.Icc (0 : ℝ) 1) :
    (twoRDM n fun p q => muellerExchange (n p) (n q)).PosSemidef ↔
      ∀ p, n p = 0 ∨ n p = 1 := by
  have hx : ∀ p q, 0 ≤ muellerExchange (n p) (n q) := fun p q => Real.sqrt_nonneg _
  have hs : ∀ p q, muellerExchange (n p) (n q) = muellerExchange (n q) (n p) := by
    intro p q
    unfold muellerExchange
    rw [mul_comm (n p) (n q)]
  rw [twoRDM_posSemidef_iff n (fun p q => muellerExchange (n p) (n q)) hx hs]
  constructor
  · intro h p
    -- the diagonal pair p = q already decides
    rcases (muellerExchange_le_iff (hn p) (hn p)).1 (h p p) with h1 | h1
    · exact Or.inl (mul_self_eq_zero.1 h1)
    · exact Or.inr (le_antisymm (hn p).2 (by nlinarith [(hn p).1, (hn p).2]))
  · intro h p q
    rcases h p with hp | hp <;> rcases h q with hq | hq <;> simp [muellerExchange, hp, hq]

/-- For occupations in `[0,1]`, the corrected Hartree-Fock two-particle matrix is positive
semidefinite exactly when every occupation is 0 or 1. -/
theorem chf_twoRDM_iff {ι : Type*} [Fintype ι] [DecidableEq ι] (n : ι → ℝ)
    (hn : ∀ p, n p ∈ Set.Icc (0 : ℝ) 1) :
    (twoRDM n fun p q => chfExchange (n p) (n q)).PosSemidef ↔
      ∀ p, n p = 0 ∨ n p = 1 := by
  have hx : ∀ p q, 0 ≤ chfExchange (n p) (n q) := fun p q =>
    add_nonneg (mul_nonneg (hn p).1 (hn q).1) (Real.sqrt_nonneg _)
  have hs : ∀ p q, chfExchange (n p) (n q) = chfExchange (n q) (n p) := by
    intro p q
    unfold chfExchange
    rw [mul_comm (n p) (n q), mul_comm (n p * (1 - n p)) (n q * (1 - n q))]
  rw [twoRDM_posSemidef_iff n (fun p q => chfExchange (n p) (n q)) hx hs]
  constructor
  · intro h p
    exact or_self_iff.1 ((chfExchange_le_iff (hn p) (hn p)).1 (h p p))
  · intro h p q
    exact (chfExchange_le_iff (hn p) (hn q)).2 (Or.inl (h p))

end

end PairBlockPositivity
```

```lean
#print axioms PairBlockPositivity.mueller_pairBlock_iff
#print axioms PairBlockPositivity.chf_pairBlock_iff
#print axioms PairBlockPositivity.mueller_twoRDM_iff
#print axioms PairBlockPositivity.chf_twoRDM_iff
```

```
'PairBlockPositivity.mueller_pairBlock_iff' depends on axioms: [propext, Classical.choice, Quot.sound]
'PairBlockPositivity.chf_pairBlock_iff' depends on axioms: [propext, Classical.choice, Quot.sound]
'PairBlockPositivity.mueller_twoRDM_iff' depends on axioms: [propext, Classical.choice, Quot.sound]
'PairBlockPositivity.chf_twoRDM_iff' depends on axioms: [propext, Classical.choice, Quot.sound]
```

## What positivity of this reconstruction settles

The equivalences concern one specific matrix: real, over finitely many spin orbitals, in the basis where the one-particle density matrix is diagonal. The exchange factors are taken as given formulas and are not derived from a wavefunction. The general bound needs no restriction of the occupations to $[0,1]$; the results for the two functionals are stated for occupations in that interval.

Positive semidefiniteness is only one of the conditions on a two-particle matrix that comes from an $N$-electron state. A matrix that meets the bound with $x_{pq}<n_pn_q$ for some pair still puts weight on a symmetric pair state, which fermions do not allow. Nor does a negative eigenvalue of $\Gamma$ determine the size or sign of the energy error of the functional.
